# The fourth-order Rayleigh–Schrödinger energy and its renormalisation term

## A guess that fails at fourth order

Let a Hamiltonian $H_0$ be perturbed to $H_0 + tV$, and expand an eigenvalue and its eigenvector in powers of $t$, with coefficients $E_n$ and $\psi_n$. For symmetric $H_0$ and $V$ and a normalised $\psi_0$, the second-order energy has a compact form,
$$E_2 = -\langle\psi_1,(H_0-E_0)\psi_1\rangle .$$
Replacing $\psi_1$ by $\psi_2$ suggests $-\langle\psi_2,(H_0-E_0)\psi_2\rangle$ for the fourth-order energy. That guess is wrong in general: in the two-level system treated below it gives $-4$, while $E_4=-3$. With $\psi_1$ chosen orthogonal to $\psi_0$, the missing piece is the renormalisation term $-E_2\|\psi_1\|^2$.

In Møller–Plesset theory with real orbitals in a finite basis, this term appears in the fourth-order contribution to the correlation energy, and the formula obtains that contribution from the first- and second-order states alone.

## The equations order by order

The setting is a real inner-product space with symmetric linear operators $H_0$ and $V$. Collecting powers of $t$ in the eigenvalue equation gives $H_0\psi_0=E_0\psi_0$ at order zero. Writing $A = H_0-E_0$, the next four orders are

$$\begin{aligned}
A\psi_1+V\psi_0 &= E_1\psi_0,\\
A\psi_2+V\psi_1 &= E_1\psi_1+E_2\psi_0,\\
A\psi_3+V\psi_2 &= E_1\psi_2+E_2\psi_1+E_3\psi_0,\\
A\psi_4+V\psi_3 &= E_1\psi_3+E_2\psi_2+E_3\psi_1+E_4\psi_0.
\end{aligned}$$

The unperturbed state has $\|\psi_0\|=1$. Intermediate normalisation makes every correction orthogonal to $\psi_0$; the formula for $E_4$ needs this only for $\psi_1$:

$$E_4=-\langle\psi_2,A\psi_2\rangle-E_2\|\psi_1\|^2 .$$

## Derivation by four projections

Take the inner product of the first equation with $\psi_3$, the second with $\psi_2$, the third with $\psi_1$ and the fourth with $\psi_0$. Symmetry lets $A$ and $V$ act on either side, and $A\psi_0=0$ removes $\psi_4$. With $\langle\psi_0,\psi_1\rangle=0$ the results are

$$\begin{aligned}
\langle\psi_1,A\psi_3\rangle+\langle\psi_0,V\psi_3\rangle &= E_1\langle\psi_0,\psi_3\rangle,\\
\langle\psi_2,A\psi_2\rangle+\langle\psi_1,V\psi_2\rangle &= E_1\langle\psi_1,\psi_2\rangle+E_2\langle\psi_0,\psi_2\rangle,\\
\langle\psi_1,A\psi_3\rangle+\langle\psi_1,V\psi_2\rangle &= E_1\langle\psi_1,\psi_2\rangle+E_2\|\psi_1\|^2,\\
\langle\psi_0,V\psi_3\rangle &= E_1\langle\psi_0,\psi_3\rangle+E_2\langle\psi_0,\psi_2\rangle+E_4.
\end{aligned}$$

Add the last two lines and subtract the first two. On the left, both terms containing $\psi_3$ cancel, as does $\langle\psi_1,V\psi_2\rangle$, leaving $-\langle\psi_2,A\psi_2\rangle$. On the right, the terms with $E_1$ cancel and so do the two copies of $E_2\langle\psi_0,\psi_2\rangle$. What remains is

$$-\langle\psi_2,A\psi_2\rangle=E_4+E_2\|\psi_1\|^2,$$

which is the formula.

The second-order result follows in the same way. Projecting the first equation on $\psi_1$ and the second on $\psi_0$ gives

$$\begin{aligned}
\langle\psi_1,A\psi_1\rangle+\langle\psi_0,V\psi_1\rangle &= E_1\langle\psi_0,\psi_1\rangle,\\
\langle\psi_0,V\psi_1\rangle &= E_1\langle\psi_0,\psi_1\rangle+E_2.
\end{aligned}$$

Subtracting the first line from the second yields $E_2=-\langle\psi_1,A\psi_1\rangle$, without any orthogonality condition.

There is also the familiar matrix-element form. Projecting the equation of order $n+1$ on $\psi_0$ gives

$$\langle\psi_0,V\psi_n\rangle=\sum_{k=1}^{n}E_k\langle\psi_0,\psi_{n+1-k}\rangle+E_{n+1}.$$

The sum involves only $\psi_1,\ldots,\psi_n$. If these are orthogonal to $\psi_0$, then $E_{n+1}=\langle\psi_0,V\psi_n\rangle$.

## Signs and a spectral gap

Suppose $A$ is positive semidefinite, meaning that $E_0$ is the lowest unperturbed energy. Then $-\langle\psi_2,A\psi_2\rangle\le0$. Also $E_2=-\langle\psi_1,A\psi_1\rangle\le0$, so the renormalisation term $-E_2\|\psi_1\|^2$ is nonnegative. The first contribution never raises $E_4$ and the second never lowers it, and

$$E_4\le-E_2\|\psi_1\|^2 .$$

Because this upper bound is itself nonnegative, it does not determine the sign of $E_4$.

Now suppose instead that $\langle x,Ax\rangle\ge g\|x\|^2$ for every $x$ orthogonal to $\psi_0$. For positive $g$, this constant is a lower bound on the gap between the unperturbed ground level and the rest of the spectrum. If $\psi_2$ is also orthogonal to $\psi_0$, taking $x=\psi_2$ in this inequality and using the energy formula gives

$$E_4\le-E_2\|\psi_1\|^2-g\|\psi_2\|^2 .$$

## Two levels worked by hand

Take

$$H_0=\begin{pmatrix}0&0\\0&1\end{pmatrix},\qquad V=\begin{pmatrix}0&1\\1&2\end{pmatrix},\qquad \psi_0=(1,0).$$

Here $E_0=E_1=0$, and intermediate normalisation sets the upper component of every correction to zero. The first-order equation gives $\psi_1=(0,-1)$, and therefore $E_2=-1$. At second order, the lower component $c$ of $\psi_2$ satisfies $c-2=0$, so $\psi_2=(0,2)$. The two terms of the fourth-order energy are

$$-\langle\psi_2,A\psi_2\rangle=-4,\qquad -E_2\|\psi_1\|^2=1,$$

and $E_4=-3$. The gap is $g=1$, for which the gap bound reads $E_4\le1-4=-3$ and is attained.

The matrix can also be diagonalised directly. Its lower eigenvalue is $\tfrac12\bigl(1+2t-\sqrt{(1+2t)^2+4t^2}\bigr)=-t^2+2t^3-3t^4+\cdots$. At $t=0.1$ it is about $-0.008276$. The series through fourth order gives $-0.0083$; omitting the renormalisation term gives $-0.0084$.

## How the Lean statements encode the physics

The type `F` is the real inner-product space, and `H₀` and `V` are linear maps on it. `IsSymmetric` says that an operator can be moved across the inner product. The sequences `e : ℕ → ℝ` and `ψ : ℕ → F` contain the energies $E_n$ and states $\psi_n$, and `excitation H₀ (e 0)` is the operator $A$.

The structure `IsRSSeries H₀ V e ψ N` contains the zeroth-order eigenvalue equation and the equations of orders 1 to `N`. Its field `step` at index `n` is the equation of order `n + 1`. Entries beyond order `N` are unconstrained.

In `fourth_order_energy`, `h` supplies the equations through order four, `h0` normalises $\psi_0$, and `h01` is the orthogonality of $\psi_0$ and $\psi_1$. The conclusion is the formula for $E_4$. The theorem `fourth_order_signs` adds positivity as `hpos` and returns the two signs together with the upper bound. `fourth_order_gap_bound` uses `hgap` and the orthogonality `h02` instead.

The perturbation equations are hypotheses. The theorems neither construct their solutions for a general system nor address convergence of the series. The space may have infinite dimension, but both operators must be defined on all of `F`; unbounded Hamiltonians therefore fit only on a common domain that both operators map into itself. Complex wavefunctions are not covered.

## The complete file

```lean
import Mathlib

open Finset

namespace RayleighSchroedingerFourthOrder

noncomputable section

variable {F : Type*} [NormedAddCommGroup F] [InnerProductSpace ℝ F]

/-- The unperturbed Hamiltonian measured from the energy `E`, that is `H₀ - E`. -/
def excitation (H₀ : F →ₗ[ℝ] F) (E : ℝ) : F →ₗ[ℝ] F := H₀ - E • LinearMap.id

/-- The energies `e n` and states `ψ n` solve the Rayleigh-Schroedinger equations
for `H₀ + t V` at every order in `t` from zero through `N`. -/
structure IsRSSeries (H₀ V : F →ₗ[ℝ] F) (e : ℕ → ℝ) (ψ : ℕ → F) (N : ℕ) : Prop where
  zeroth : H₀ (ψ 0) = e 0 • ψ 0
  step : ∀ n < N, H₀ (ψ (n + 1)) + V (ψ n) =
    ∑ k ∈ range (n + 1 + 1), e k • ψ (n + 1 - k)

variable {H₀ V : F →ₗ[ℝ] F} {e : ℕ → ℝ} {ψ : ℕ → F}

/-- In intermediate normalisation the energy of order `n + 1` is the matrix element of the
perturbation between the unperturbed state and the correction of order `n`. -/
theorem energy_eq_coupling {N : ℕ} (hH : H₀.IsSymmetric) (h : IsRSSeries H₀ V e ψ N)
    (h0 : ‖ψ 0‖ = 1) (n : ℕ) (hn : n < N)
    (horth : ∀ k, 1 ≤ k → k ≤ n → inner ℝ (ψ 0) (ψ k) = 0) :
    e (n + 1) = inner ℝ (ψ 0) (V (ψ n)) := by
  have h00 : inner ℝ (ψ 0) (ψ 0) = (1 : ℝ) := by
    rw [real_inner_self_eq_norm_sq, h0, one_pow]
  have hz := hH (ψ 0) (ψ (n + 1))
  rw [h.zeroth, real_inner_smul_left] at hz
  -- project the equation of order n + 1 on the unperturbed state
  have hs := congrArg (fun x => inner ℝ (ψ 0) x) (h.step n hn)
  simp only [inner_add_right, inner_sum, real_inner_smul_right] at hs
  rw [Finset.sum_range_succ, Finset.sum_range_succ'] at hs
  have hmid : ∑ k ∈ range n, e (k + 1) * inner ℝ (ψ 0) (ψ (n + 1 - (k + 1))) = 0 :=
    Finset.sum_eq_zero (fun k hk => by
      have := Finset.mem_range.mp hk
      rw [horth _ (by omega) (by omega), mul_zero])
  rw [hmid, Nat.sub_self, Nat.sub_zero, h00] at hs
  linarith

/-- The second-order energy is `-⟨ψ₁, (H₀ - E₀) ψ₁⟩`, where the first-order correction `ψ₁` is not
normalised. -/
theorem second_order_energy (hH : H₀.IsSymmetric) (hV : V.IsSymmetric)
    (h : IsRSSeries H₀ V e ψ 2) (h0 : ‖ψ 0‖ = 1) :
    e 2 = -inner ℝ (ψ 1) (excitation H₀ (e 0) (ψ 1)) := by
  have h00 : inner ℝ (ψ 0) (ψ 0) = (1 : ℝ) := by
    rw [real_inner_self_eq_norm_sq, h0, one_pow]
  have s1 : H₀ (ψ 1) + V (ψ 0) = e 0 • ψ 1 + e 1 • ψ 0 := by
    simpa [Finset.sum_range_succ] using h.step 0 (by norm_num)
  have s2 : H₀ (ψ 2) + V (ψ 1) = e 0 • ψ 2 + e 1 • ψ 1 + e 2 • ψ 0 := by
    simpa [Finset.sum_range_succ] using h.step 1 (by norm_num)
  have hz := hH (ψ 0) (ψ 2)
  rw [h.zeroth, real_inner_smul_left] at hz
  have g1 := congrArg (fun x => inner ℝ x (ψ 1)) s1
  have g2 := congrArg (fun x => inner ℝ (ψ 0) x) s2
  simp only [inner_add_left, real_inner_smul_left] at g1
  simp only [inner_add_right, real_inner_smul_right] at g2
  rw [hH (ψ 1) (ψ 1), hV (ψ 0) (ψ 1)] at g1
  rw [h00] at g2
  simp only [excitation, LinearMap.sub_apply, LinearMap.smul_apply, LinearMap.id_apply,
    inner_sub_right, real_inner_smul_right]
  linarith

/-- If `ψ₁` is orthogonal to the normalised `ψ₀`, the fourth-order energy is `-⟨ψ₂, (H₀ - E₀) ψ₂⟩ -
E₂ ‖ψ₁‖²`, where `ψ₁` and `ψ₂` are not normalised. -/
theorem fourth_order_energy (hH : H₀.IsSymmetric) (hV : V.IsSymmetric)
    (h : IsRSSeries H₀ V e ψ 4) (h0 : ‖ψ 0‖ = 1) (h01 : inner ℝ (ψ 0) (ψ 1) = 0) :
    e 4 = -inner ℝ (ψ 2) (excitation H₀ (e 0) (ψ 2)) - e 2 * ‖ψ 1‖ ^ 2 := by
  have h00 : inner ℝ (ψ 0) (ψ 0) = (1 : ℝ) := by
    rw [real_inner_self_eq_norm_sq, h0, one_pow]
  have h10 : inner ℝ (ψ 1) (ψ 0) = 0 := by rw [real_inner_comm]; exact h01
  have s1 : H₀ (ψ 1) + V (ψ 0) = e 0 • ψ 1 + e 1 • ψ 0 := by
    simpa [Finset.sum_range_succ] using h.step 0 (by norm_num)
  have s2 : H₀ (ψ 2) + V (ψ 1) = e 0 • ψ 2 + e 1 • ψ 1 + e 2 • ψ 0 := by
    simpa [Finset.sum_range_succ] using h.step 1 (by norm_num)
  have s3 : H₀ (ψ 3) + V (ψ 2) = e 0 • ψ 3 + e 1 • ψ 2 + e 2 • ψ 1 + e 3 • ψ 0 := by
    simpa [Finset.sum_range_succ] using h.step 2 (by norm_num)
  have s4 : H₀ (ψ 4) + V (ψ 3) =
      e 0 • ψ 4 + e 1 • ψ 3 + e 2 • ψ 2 + e 3 • ψ 1 + e 4 • ψ 0 := by
    simpa [Finset.sum_range_succ] using h.step 3 (by norm_num)
  have hz := hH (ψ 0) (ψ 4)
  rw [h.zeroth, real_inner_smul_left] at hz
  -- project order k on the state of order 4 - k
  have g1 := congrArg (fun x => inner ℝ x (ψ 3)) s1
  have g2 := congrArg (fun x => inner ℝ x (ψ 2)) s2
  have g3 := congrArg (fun x => inner ℝ (ψ 1) x) s3
  have g4 := congrArg (fun x => inner ℝ (ψ 0) x) s4
  simp only [inner_add_left, real_inner_smul_left] at g1 g2
  simp only [inner_add_right, real_inner_smul_right] at g3 g4
  -- symmetry moves the operators, so that the third- and fourth-order states drop out
  rw [hH (ψ 1) (ψ 3), hV (ψ 0) (ψ 3)] at g1
  rw [hH (ψ 2) (ψ 2), hV (ψ 1) (ψ 2)] at g2
  rw [h10] at g3
  rw [h01, h00] at g4
  simp only [excitation, LinearMap.sub_apply, LinearMap.smul_apply, LinearMap.id_apply,
    inner_sub_right, real_inner_smul_right]
  rw [← real_inner_self_eq_norm_sq]
  linarith

/-- If `H₀ - E₀` is positive semidefinite, the first term of the fourth-order energy is
nonpositive, the renormalisation term is nonnegative, and the latter bounds `E₄` from above. -/
theorem fourth_order_signs (hH : H₀.IsSymmetric) (hV : V.IsSymmetric)
    (h : IsRSSeries H₀ V e ψ 4) (h0 : ‖ψ 0‖ = 1) (h01 : inner ℝ (ψ 0) (ψ 1) = 0)
    (hpos : ∀ x, 0 ≤ inner ℝ x (excitation H₀ (e 0) x)) :
    -inner ℝ (ψ 2) (excitation H₀ (e 0) (ψ 2)) ≤ 0 ∧
      0 ≤ -(e 2 * ‖ψ 1‖ ^ 2) ∧ e 4 ≤ -(e 2 * ‖ψ 1‖ ^ 2) := by
  have h2 := second_order_energy hH hV ⟨h.zeroth, fun n hn => h.step n (by omega)⟩ h0
  have h4 := fourth_order_energy hH hV h h0 h01
  have p1 := hpos (ψ 1)
  have p2 := hpos (ψ 2)
  have hr : 0 ≤ (-e 2) * ‖ψ 1‖ ^ 2 := mul_nonneg (by linarith) (sq_nonneg _)
  exact ⟨by linarith, by linarith, by linarith⟩

/-- If `⟨x, (H₀ - E₀) x⟩ ≥ g ‖x‖²` for all `x` orthogonal to `ψ₀`, and `ψ₁` and `ψ₂` are orthogonal
to `ψ₀`, then `E₄ ≤ -E₂ ‖ψ₁‖² - g ‖ψ₂‖²`. -/
theorem fourth_order_gap_bound (hH : H₀.IsSymmetric) (hV : V.IsSymmetric)
    (h : IsRSSeries H₀ V e ψ 4) (h0 : ‖ψ 0‖ = 1) (h01 : inner ℝ (ψ 0) (ψ 1) = 0)
    (h02 : inner ℝ (ψ 0) (ψ 2) = 0) (g : ℝ)
    (hgap : ∀ x, inner ℝ (ψ 0) x = 0 → g * ‖x‖ ^ 2 ≤ inner ℝ x (excitation H₀ (e 0) x)) :
    e 4 ≤ -(e 2 * ‖ψ 1‖ ^ 2) - g * ‖ψ 2‖ ^ 2 := by
  have h4 := fourth_order_energy hH hV h h0 h01
  have p2 := hgap (ψ 2) h02
  linarith

/-- The real symmetric two-level operator with diagonal `a`, `d` and coupling `b`. -/
def twoLevel (a b d : ℝ) : EuclideanSpace ℝ (Fin 2) →ₗ[ℝ] EuclideanSpace ℝ (Fin 2) where
  toFun x := !₂[a * x 0 + b * x 1, b * x 0 + d * x 1]
  map_add' x y := by ext i; fin_cases i <;> simp <;> ring
  map_smul' c x := by ext i; fin_cases i <;> simp <;> ring

/-- Energies through fourth order of the two-level example. -/
def levelEnergy : ℕ → ℝ
  | 0 => 0
  | 1 => 0
  | 2 => -1
  | 3 => 2
  | 4 => -3
  | _ => 0

/-- States through fourth order of the two-level example. -/
def levelState : ℕ → EuclideanSpace ℝ (Fin 2)
  | 0 => !₂[1, 0]
  | 1 => !₂[0, -1]
  | 2 => !₂[0, 2]
  | 3 => !₂[0, -3]
  | 4 => !₂[0, 2]
  | _ => 0

/-- The inner product of two-level states in components. -/
lemma inner_two (x y : EuclideanSpace ℝ (Fin 2)) :
    inner ℝ x y = x 0 * y 0 + x 1 * y 1 := by
  simp [PiLp.inner_apply, Fin.sum_univ_two, mul_comm]

/-- Every two-level operator of this form is symmetric. -/
lemma twoLevel_symmetric (a b d : ℝ) : (twoLevel a b d).IsSymmetric := by
  intro x y
  rw [inner_two, inner_two]
  simp [twoLevel]
  ring

/-- The two-level system with levels 0 and 1 and perturbation `!![0, 1; 1, 2]` satisfies
the perturbation equations through fourth order, intermediate normalisation, positivity
and the gap condition with `g = 1`. -/
theorem fourth_order_witness :
    (twoLevel 0 0 1).IsSymmetric ∧ (twoLevel 0 1 2).IsSymmetric ∧
    IsRSSeries (twoLevel 0 0 1) (twoLevel 0 1 2) levelEnergy levelState 4 ∧
    ‖levelState 0‖ = 1 ∧
    (∀ k, 1 ≤ k → k ≤ 4 → inner ℝ (levelState 0) (levelState k) = 0) ∧
    (∀ x, 0 ≤ inner ℝ x (excitation (twoLevel 0 0 1) (levelEnergy 0) x)) ∧
    (∀ x, inner ℝ (levelState 0) x = 0 →
      1 * ‖x‖ ^ 2 ≤ inner ℝ x (excitation (twoLevel 0 0 1) (levelEnergy 0) x)) := by
  have key : ∀ x, inner ℝ x (excitation (twoLevel 0 0 1) (levelEnergy 0) x) = x 1 * x 1 := by
    intro x
    rw [inner_two]
    simp [excitation, twoLevel, levelEnergy]
  refine ⟨twoLevel_symmetric _ _ _, twoLevel_symmetric _ _ _, ⟨?_, ?_⟩, ?_, ?_, ?_, ?_⟩
  · ext i
    fin_cases i <;> simp [twoLevel, levelEnergy, levelState]
  · intro n hn
    interval_cases n <;> ext i <;> fin_cases i <;>
      simp [Finset.sum_range_succ, twoLevel, levelEnergy, levelState] <;> norm_num
  · simp [levelState, EuclideanSpace.norm_eq, Fin.sum_univ_two]
  · intro k hk1 hk4
    rw [inner_two]
    interval_cases k <;> simp [levelState]
  · intro x
    rw [key]
    exact mul_self_nonneg _
  · intro x hx
    rw [inner_two] at hx
    have hx0 : x 0 = 0 := by simpa [levelState] using hx
    rw [key, ← real_inner_self_eq_norm_sq, inner_two, hx0]
    linarith

end

end RayleighSchroedingerFourthOrder
```

```lean
#print axioms RayleighSchroedingerFourthOrder.energy_eq_coupling
#print axioms RayleighSchroedingerFourthOrder.fourth_order_signs
#print axioms RayleighSchroedingerFourthOrder.fourth_order_gap_bound
```

```
'RayleighSchroedingerFourthOrder.energy_eq_coupling' depends on axioms: [propext, Classical.choice, Quot.sound]
'RayleighSchroedingerFourthOrder.fourth_order_signs' depends on axioms: [propext, Classical.choice, Quot.sound]
'RayleighSchroedingerFourthOrder.fourth_order_gap_bound' depends on axioms: [propext, Classical.choice, Quot.sound]
```

## How the proof follows the projections

`energy_eq_coupling` proves the matrix-element form. It separates the first and last terms from the sum in `step`, and `hmid` shows that the intermediate terms vanish by orthogonality. Symmetry and the zeroth-order equation, combined in `hz`, cancel the remaining terms with $E_0$. The later theorems do not depend on this result.

In `fourth_order_energy`, the facts `s1` to `s4` are the four perturbation equations with their sums expanded. They keep $H_0$ and the $E_0$ terms separate instead of combining them into $A$. The `congrArg` lines then take the projections: `g1` pairs the first equation with $\psi_3$, `g2` the second with $\psi_2$, `g3` the third with $\psi_1$, and `g4` the fourth with $\psi_0$.

The rewrites with `hH` and `hV` move the operators so that equal matrix elements have the same form. The fact `hz` expresses $\langle\psi_0,H_0\psi_4\rangle=E_0\langle\psi_0,\psi_4\rangle$, which removes the fourth-order state. After `excitation` is expanded and $\|\psi_1\|^2$ is written as an inner product, `linarith` finds the linear combination used in the derivation: `g3` plus `g4`, minus `g1` and `g2`, with `hz` accounting for the $\psi_4$ terms. `second_order_energy` applies the same method to two equations.

For the signs, `fourth_order_signs` restricts the fourth-order series to its first two orders and obtains $E_2$ from `second_order_energy`. Positivity at $\psi_1$ gives $E_2\le0$, and positivity at $\psi_2$ gives $-\langle\psi_2,A\psi_2\rangle\le0$. The gap theorem needs only the energy formula and the gap inequality at $\psi_2$.

The two-level example is encoded by `twoLevel`, `levelEnergy` and `levelState`. The lemma `inner_two` writes inner products in components, and `twoLevel_symmetric` establishes symmetry. `fourth_order_witness` then checks the equations order by order and component by component, along with normalisation, orthogonality, positivity and the gap condition for $g=1$. Its auxiliary fact `key` identifies $\langle x,Ax\rangle$ as the square of the second component of $x$, from which both positivity and the gap condition follow.
